# Occupied-occupied terms cancel from the Kohn-Sham response away from resonance

## Orbitals, frequency and response sum

A perturbation oscillating as $e^{-izt}$ acts on independent electrons in Kohn-Sham orbitals, and we ask which orbital transitions contribute to the linear change of an observable. Orbital $j$ has real energy $e_j$; `occ` is the finite set of occupied orbitals, each holding one electron. The complex matrices $A$ and $B$ represent the observable and the perturbation and need not be Hermitian. We set $\hbar=1$ and write $z$ for the complex frequency, often called $\omega$.

```lean
import Mathlib

open Finset

namespace KohnShamDynamicResponse

noncomputable section

variable {n : Type*}
```

With intermediate orbitals in a finite set $S$, the response is

$$R_S=\sum_{k\in\mathrm{occ}}\sum_{j\in S}\left[\frac{A_{kj}B_{jk}}{z-e_j+e_k}-\frac{B_{kj}A_{jk}}{z+e_j-e_k}\right].$$

```lean
/-- The Kohn-Sham response sum at frequency `z` for observable `A` and perturbation `B`, over
occupied `k` and intermediate orbitals `j` in `S`. It is the physical response only where no
denominator vanishes; elsewhere Lean sets the quotients with zero denominator to 0. -/
def responseSum (e : n → ℝ) (occ S : Finset n) (A B : Matrix n n ℂ) (z : ℂ) : ℂ :=
  ∑ k ∈ occ, ∑ j ∈ S,
    (A k j * B j k / (z - e j + e k) - B k j * A j k / (z + e j - e k))
```

Nonresonance means that no denominator vanishes for occupied $k$ and any $j$. Taking $j=k$ shows that this excludes $z=0$ whenever an orbital is occupied.

```lean
/-- The frequency `z` meets no transition, upward or downward, between an occupied orbital
and any orbital. -/
def NonResonant (e : n → ℝ) (occ : Finset n) (z : ℂ) : Prop :=
  ∀ k ∈ occ, ∀ j, z - e j + e k ≠ 0 ∧ z + e j - e k ≠ 0
```

## First-order orbital amplitudes

Let $u_{jk}$ be the amplitude of orbital $j$ admixed to the occupied ket $k$, and $w_{kj}$ the corresponding amplitude in the bra, both multiplying $e^{-izt}$. The first-order Schrödinger equations give $(e_k+z)u_{jk}=e_ju_{jk}+B_{jk}$ and $(e_k-z)w_{kj}=e_jw_{kj}+B_{kj}$, or

$$(z-e_j+e_k)u_{jk}=B_{jk},\qquad (z+e_j-e_k)w_{kj}=-B_{kj}.$$

Lean takes these equations as a definition. Because it assigns zero to division by zero, it is these equations, rather than the quotients, that give nonresonance its content.

```lean
/-- The forward amplitudes `u` and backward amplitudes `w` solve the first-order equations of
the occupied orbitals under the perturbation `B` at frequency `z`. -/
def IsOrbitalResponse (e : n → ℝ) (occ : Finset n) (B : Matrix n n ℂ) (z : ℂ)
    (u w : Matrix n n ℂ) : Prop :=
  ∀ k ∈ occ, ∀ j, (z - e j + e k) * u j k = B j k ∧ (z + e j - e k) * w k j = -B k j
```

The contribution of the intermediate orbitals in $S$ to the coefficient of $e^{-izt}$ in the expectation value of $A$, called `signal`, is $\sum_{k\in\mathrm{occ}}\sum_{j\in S}(A_{kj}u_{jk}+w_{kj}A_{jk})$.

```lean
/-- The first-order signal in the observable `A` carried by the amplitudes `u` and `w`, with
intermediate orbitals in `S`. -/
def signal (occ S : Finset n) (A u w : Matrix n n ℂ) : ℂ :=
  ∑ k ∈ occ, ∑ j ∈ S, (A k j * u j k + w k j * A j k)
```

Away from resonance, division gives a solution: $u_{jk}=B_{jk}/(z-e_j+e_k)$ and $w_{kj}=-B_{kj}/(z+e_j-e_k)$.

```lean
/-- Away from resonance the orbital response equations are solved by the matrix elements of the
perturbation divided by the frequency denominators, with a minus sign in the backward amplitudes. -/
theorem orbitalResponse_witness {e : n → ℝ} {occ : Finset n} {z : ℂ}
    (hz : NonResonant e occ z) (B : Matrix n n ℂ) :
    IsOrbitalResponse e occ B z
      (fun j k => B j k / (z - e j + e k)) (fun k j => -B k j / (z + e j - e k)) := by
  intro k hk j
  exact ⟨(mul_comm _ _).trans ((eq_div_iff (hz k hk j).1).mp rfl),
    (mul_comm _ _).trans ((eq_div_iff (hz k hk j).2).mp rfl)⟩
```

## Cancellation between occupied orbitals

When both labels are occupied, exchange them in the backward part of the signal (`Finset.sum_comm`):

$$\sum_{j,k\in\mathrm{occ}}A_{kj}(u_{jk}+w_{jk}).$$

The exchanged backward equation is $(z-e_j+e_k)w_{jk}=-B_{jk}$. Adding the forward equation gives $(z-e_j+e_k)(u_{jk}+w_{jk})=0$. The factor is nonzero, so `mul_left_cancel₀` yields $w_{jk}=-u_{jk}$ and every summand vanishes. Only occupied-occupied resonances need to be excluded here.

```lean
/-- If `z - e j + e k` is nonzero for all occupied `j` and `k`, equal labels included, the
occupied-occupied part of the signal vanishes for any solution of the orbital response equations. -/
theorem signal_occ_occ {e : n → ℝ} {occ : Finset n} {B u w : Matrix n n ℂ} {z : ℂ}
    (hz : ∀ k ∈ occ, ∀ j ∈ occ, z - e j + e k ≠ 0)
    (h : IsOrbitalResponse e occ B z u w) (A : Matrix n n ℂ) :
    signal occ occ A u w = 0 := by
  -- exchange the two occupied labels in the backward part
  have swap : ∑ k ∈ occ, ∑ j ∈ occ, w k j * A j k
      = ∑ k ∈ occ, ∑ j ∈ occ, w j k * A k j := Finset.sum_comm
  simp only [signal, Finset.sum_add_distrib]
  rw [swap, ← Finset.sum_add_distrib]
  refine Finset.sum_eq_zero fun k hk => ?_
  rw [← Finset.sum_add_distrib]
  refine Finset.sum_eq_zero fun j hj => ?_
  -- forward and backward amplitudes are opposite
  have hw : w j k = -u j k := by
    apply mul_left_cancel₀ (hz k hk j hj)
    linear_combination (h k hk j).1 + (h j hj k).2
  rw [hw]
  ring
```

Solving both amplitude equations by division and substituting into the signal gives $R_S$ term by term, for any $S$.

```lean
/-- Away from resonance the signal of any solution of the orbital response equations is the
Kohn-Sham response sum, for any finite set of intermediate orbitals. -/
theorem signal_eq_responseSum {e : n → ℝ} {occ : Finset n} {B u w : Matrix n n ℂ} {z : ℂ}
    (hz : NonResonant e occ z) (h : IsOrbitalResponse e occ B z u w)
    (S : Finset n) (A : Matrix n n ℂ) :
    signal occ S A u w = responseSum e occ S A B z := by
  refine Finset.sum_congr rfl fun k hk => Finset.sum_congr rfl fun j _ => ?_
  have hu : u j k = B j k / (z - e j + e k) := by
    rw [eq_div_iff (hz k hk j).1, mul_comm]
    exact (h k hk j).1
  have hw : w k j = -B k j / (z + e j - e k) := by
    rw [eq_div_iff (hz k hk j).2, mul_comm]
    exact (h k hk j).2
  rw [hu, hw]
  ring
```

Now let the whole orbital set be finite. Splitting $j$ into occupied and unoccupied orbitals gives

$$R_{\mathrm{all}}=\text{signal}_{\mathrm{occ}}+\text{signal}_{\mathrm{unocc}}=0+R_{\mathrm{unocc}}.$$

In Lean, `univ` is the set of all orbitals and `occᶜ` the unoccupied ones. The theorem identifies the signal of every amplitude solution with the full sum, and the full sum with the restricted one.

For a finite orbital set with occupations 0 or 1, a sum-over-states evaluation of the nonresonant Kohn-Sham response therefore needs only occupied-unoccupied pairs. The static response, excluded above with $z=0$, is the limit $z\to0$ of this restricted sum, provided that no occupied orbital has the same energy as an unoccupied one. In time-dependent density functional theory $B$ must also contain the induced Hartree and exchange-correlation potential; here $B$ is given, and its self-consistent determination is left open.

```lean
variable [Fintype n] [DecidableEq n]

/-- Away from resonance, the signal of any solution of the orbital response equations is the
response sum over all intermediate orbitals, and this equals the sum over unoccupied ones. -/
theorem response_unoccupied_only {e : n → ℝ} {occ : Finset n} {B u w : Matrix n n ℂ} {z : ℂ}
    (hz : NonResonant e occ z) (h : IsOrbitalResponse e occ B z u w) (A : Matrix n n ℂ) :
    signal occ univ A u w = responseSum e occ univ A B z ∧
      responseSum e occ univ A B z = responseSum e occ occᶜ A B z := by
  -- split the intermediate orbitals into occupied and unoccupied
  have split : signal occ univ A u w = signal occ occ A u w + signal occ occᶜ A u w := by
    unfold signal
    rw [← Finset.sum_add_distrib]
    exact Finset.sum_congr rfl fun k _ => (Finset.sum_add_sum_compl occ _).symm
  refine ⟨signal_eq_responseSum hz h univ A, ?_⟩
  rw [← signal_eq_responseSum hz h univ A, ← signal_eq_responseSum hz h occᶜ A, split,
    signal_occ_occ (fun k hk j _ => (hz k hk j).1) h A, zero_add]
```

At resonance, the amplitude equations alone do not force the cancellation. Take two occupied orbitals, numbered 0 and 1, with $e_0=0$, $e_1=1$, $z=1$ and $B=0$. The equation for $u_{10}$ reads $0\cdot u_{10}=0$, so $u_{10}=1$ is allowed; with $A_{01}=1$ and all other entries zero, the signal is 1. These amplitudes do not belong to orthonormal orbitals: to first order, orthonormality requires $u_{jk}+w_{jk}=0$ for all occupied $j$ and $k$, whereas here $u_{10}+w_{10}=1$. Once that condition is imposed, the occupied-occupied signal vanishes at resonance too.

```lean
/-- Two occupied orbitals with energies 0 and 1, at frequency 1 and without perturbation, admit
orbital amplitudes whose occupied-occupied signal is 1. -/
theorem cancellation_fails_at_resonance :
    IsOrbitalResponse ![0, 1] (univ : Finset (Fin 2)) 0 1 !![0, 0; 1, 0] 0 ∧
      signal (univ : Finset (Fin 2)) univ !![0, 1; 0, 0] !![0, 0; 1, 0] 0 = 1 := by
  constructor
  · intro k _ j
    fin_cases k <;> fin_cases j <;> simp
  · simp [signal, Fin.sum_univ_two]
```

## The same sum from the density matrix

Let $f_j$ be 1 for occupied and 0 for unoccupied orbitals.

```lean
/-- The occupation number of an orbital: 1 if occupied, 0 if not. -/
def occupation (occ : Finset n) (j : n) : ℂ := if j ∈ occ then 1 else 0
```

Write $H=\mathrm{diag}(e_j)$ and $P=\mathrm{diag}(f_j)$. Inserting $P+Xe^{-izt}$ into the Liouville equation and keeping first order gives $zX=[H,X]+[B,P]$.

```lean
/-- `X` solves the linearised Liouville equation `z X = [H, X] + [B, P]`, with `H` the diagonal
matrix of orbital energies and `P` the projector on the occupied orbitals. -/
def IsDensityResponse (e : n → ℝ) (occ : Finset n) (B : Matrix n n ℂ) (z : ℂ)
    (X : Matrix n n ℂ) : Prop :=
  z • X = (Matrix.diagonal (fun j => (e j : ℂ)) * X - X * Matrix.diagonal (fun j => (e j : ℂ)))
    + (B * Matrix.diagonal (occupation occ) - Matrix.diagonal (occupation occ) * B)
```

Its $(j,k)$ entry is $(z-e_j+e_k)X_{jk}=(f_k-f_j)B_{jk}$. If $z$ differs from every orbital energy difference, including those between unoccupied orbitals, division determines $X$. Lean proves both directions by reading off entries and rearranging with `linear_combination`.

```lean
/-- If the frequency differs from every orbital energy difference, the linearised Liouville
equation holds exactly when each entry of `X` is the occupation difference times the
perturbation over the frequency denominator. -/
theorem densityResponse_iff {e : n → ℝ} {z : ℂ} (hz : ∀ j k, z - e j + e k ≠ 0)
    (occ : Finset n) (B X : Matrix n n ℂ) :
    IsDensityResponse e occ B z X ↔
      ∀ j k, X j k = (occupation occ k - occupation occ j) * B j k / (z - e j + e k) := by
  unfold IsDensityResponse
  constructor
  · intro h j k
    have h' := congrArg (fun M : Matrix n n ℂ => M j k) h
    simp only [Matrix.smul_apply, Matrix.add_apply, Matrix.sub_apply, Matrix.diagonal_mul,
      Matrix.mul_diagonal, smul_eq_mul] at h'
    rw [eq_div_iff (hz j k)]
    linear_combination h'
  · intro h
    ext j k
    have h' := h j k
    rw [eq_div_iff (hz j k)] at h'
    simp only [Matrix.smul_apply, Matrix.add_apply, Matrix.sub_apply, Matrix.diagonal_mul,
      Matrix.mul_diagonal, smul_eq_mul]
    linear_combination h'
```

Set $G_{kj}=A_{kj}B_{jk}/(z-e_j+e_k)$. Exchanging labels in the second term gives

$$\mathrm{tr}(AX)=\sum_{k,j}(f_k-f_j)G_{kj}=\sum_{k,j}f_k(G_{kj}-G_{jk})=R_{\mathrm{all}}=R_{\mathrm{unocc}}.$$

The `calc` block follows these equalities up to $R_{\mathrm{all}}$; the orbital theorem supplies the last one.

```lean
/-- If the frequency differs from every orbital energy difference, the observable `A` traced with
the density-matrix response is the response sum over occupied-unoccupied pairs. -/
theorem trace_densityResponse {e : n → ℝ} {occ : Finset n} {B X : Matrix n n ℂ} {z : ℂ}
    (hz : ∀ j k, z - e j + e k ≠ 0) (h : IsDensityResponse e occ B z X) (A : Matrix n n ℂ) :
    Matrix.trace (A * X) = responseSum e occ occᶜ A B z := by
  have flip : ∀ j k, z - (e k : ℂ) + e j = z + e j - e k := fun j k => by ring
  have hr : NonResonant e occ z := fun k _ j => ⟨hz j k, flip j k ▸ hz k j⟩
  have hX := (densityResponse_iff hz occ B X).1 h
  rw [← (response_unoccupied_only hr (orbitalResponse_witness hr B) A).2]
  obtain ⟨G, hG⟩ : ∃ G : n → n → ℂ, ∀ k j, G k j = A k j * B j k / (z - e j + e k) :=
    ⟨fun k j => A k j * B j k / (z - e j + e k), fun _ _ => rfl⟩
  calc Matrix.trace (A * X)
      = ∑ k, ∑ j, (occupation occ k * G k j - occupation occ j * G k j) := by
        simp only [Matrix.trace, Matrix.diag_apply, Matrix.mul_apply]
        refine Finset.sum_congr rfl fun k _ => Finset.sum_congr rfl fun j _ => ?_
        rw [hX, hG]
        ring
    _ = ∑ k, ∑ j, occupation occ k * (G k j - G j k) := by
        -- exchange the labels in the second term
        simp only [mul_sub, Finset.sum_sub_distrib]
        congr 1
        exact Finset.sum_comm
    _ = responseSum e occ univ A B z := by
        -- factor out the occupation number, then restrict the outer sum
        simp only [← Finset.mul_sum]
        simp only [occupation, ite_mul, one_mul, zero_mul,
          Finset.sum_ite_mem, Finset.univ_inter]
        refine Finset.sum_congr rfl fun k _ => Finset.sum_congr rfl fun j _ => ?_
        rw [hG, hG, flip j k, mul_comm (A j k)]
```

For a two-level system with $e_0=0$, $e_1=1$, the lower level occupied, $B=\sigma_x$ and $z=2$, the entry formula gives $X_{01}=-1/3$, $X_{10}=1$ and zero diagonal entries.

```lean
/-- A two-level system with energies 0 and 1, lower level occupied, driven at frequency 2 by
the Pauli matrix `σx`, has an explicit density-matrix response. -/
theorem densityResponse_witness :
    IsDensityResponse ![0, 1] ({0} : Finset (Fin 2)) !![0, 1; 1, 0] 2
      !![0, -1 / 3; 1, 0] := by
  rw [densityResponse_iff]
  · intro j k
    fin_cases j <;> fin_cases k <;> norm_num [occupation]
  · intro j k
    fin_cases j <;> fin_cases k <;> norm_num

end

end KohnShamDynamicResponse
```

```lean
#print axioms KohnShamDynamicResponse.signal_eq_responseSum
#print axioms KohnShamDynamicResponse.cancellation_fails_at_resonance
#print axioms KohnShamDynamicResponse.trace_densityResponse
```

```
'KohnShamDynamicResponse.signal_eq_responseSum' depends on axioms: [propext, Classical.choice, Quot.sound]
'KohnShamDynamicResponse.cancellation_fails_at_resonance' depends on axioms: [propext, Classical.choice, Quot.sound]
'KohnShamDynamicResponse.trace_densityResponse' depends on axioms: [propext, Classical.choice, Quot.sound]
```
